# Orthogonal density fitting in the Coulomb metric never raises the direct Coulomb energy and never lowers the direct Gaunt energy

**Q:** You say fitting pushes the two direct energies in opposite directions. What is a small example that shows it?

**A:** Take two sources $e$ and $f$, orthonormal in the Coulomb product. Let the charge density be $2e$ and let the current density have the single nonzero component $f$. The direct energy is half the squared norm of the charge minus half that of the current: $4/2-1/2=3/2$.

Now project both sources onto the span of $f$. The charge is lost and the current kept, which gives $0-1/2=-1/2$. On the span of $e$ the reverse happens, and the result is $4/2-0=2$. Orthogonal projection never lengthens a vector, and the Gaunt term carries a minus sign.

**Q:** What does the general setting assume about the sources?

**A:** They are vectors of a real inner-product space `E`, whose inner product stands for
$$(\rho|\sigma)=\iint \frac{\rho(\mathbf r)\,\sigma(\mathbf r')}{|\mathbf r-\mathbf r'|}\,d^3r\,d^3r'.$$
That this product is positive definite is built into `E`, not derived from the integral.

In Lean 4 with Mathlib:

```lean
import Mathlib

open scoped InnerProductSpace

namespace CoulombGauntFitting

noncomputable section

variable {E : Type*} [NormedAddCommGroup E] [InnerProductSpace ℝ E]
```

The charge density $\rho$ has direct Coulomb energy $C(\rho)=\|\rho\|^2/2$, in atomic units.

```lean
/-- Direct Coulomb energy of a charge density, where the inner product of `E` is the
Coulomb product. -/
def coulombEnergy (ρ : E) : ℝ := ‖ρ‖ ^ 2 / 2
```

The current components $j_k$, with $k=0,1,2$ as in `Fin 3`, are expectation densities of the Dirac matrices $\alpha_k$, without the factor $c$, the speed of light. The Gaunt interaction of two electrons is $-\boldsymbol\alpha_1\cdot\boldsymbol\alpha_2/r_{12}$, so their direct Gaunt energy is $G(j)=-\tfrac12\sum_k\|j_k\|^2$.

```lean
/-- Direct Gaunt energy of the three components of a current density: the same Coulomb
product, with the opposite sign. -/
def gauntEnergy (j : Fin 3 → E) : ℝ := -(∑ k, ‖j k‖ ^ 2) / 2
```

The direct energy is the sum $D(\rho,j)=C(\rho)+G(j)$.

```lean
/-- Direct Coulomb-Gaunt energy of a charge density and a current density. -/
def directEnergy (ρ : E) (j : Fin 3 → E) : ℝ := coulombEnergy ρ + gauntEnergy j
```

**Q:** Where does the fitting basis enter?

**A:** Its span is the finite-dimensional subspace `W`, and `W.starProjection` is the orthogonal projection $P$ onto it, with values in `E`. Orthogonality refers to the Coulomb product, so this is fitting in the Coulomb metric, with one fitting space for all four sources.

For any source $x$, write $x=(x-Px)+Px$. The residual is orthogonal to everything in $W$, in particular to $Px$, so the cross term vanishes:
$$\|x\|^2=\|Px\|^2+\|x-Px\|^2.$$
In the proof, `h` is the orthogonality and `e` is the expanded square.

```lean
/-- The squared Coulomb norm of a source is that of its orthogonal projection onto the
fitting space plus that of the residual. -/
theorem norm_sq_eq_fit_add_residual (W : Submodule ℝ E) [FiniteDimensional ℝ W] (x : E) :
    ‖x‖ ^ 2 = ‖W.starProjection x‖ ^ 2 + ‖x - W.starProjection x‖ ^ 2 := by
  -- the residual is orthogonal to the fit
  have h : ⟪x - W.starProjection x, W.starProjection x⟫_ℝ = 0 :=
    W.starProjection_inner_eq_zero x _ (W.starProjection_apply_mem x)
  have e := norm_add_sq_real (x - W.starProjection x) (W.starProjection x)
  rw [sub_add_cancel, h] at e
  linarith
```

**Q:** And the Gaunt term?

**A:** Apply the identity to each component and sum:
$$G(Pj)-G(j)=\tfrac12\sum_k\left(\|j_k\|^2-\|Pj_k\|^2\right)=\tfrac12\sum_k\|j_k-Pj_k\|^2.$$
Here $Pj$ means that each component is projected. The proof establishes the summed identity as `h`, then unfolds the energy.

```lean
/-- Projecting the current components onto the fitting space changes the direct Gaunt energy
by plus half the sum of the squared residual norms. -/
theorem gauntEnergy_fit_sub (W : Submodule ℝ E) [FiniteDimensional ℝ W] (j : Fin 3 → E) :
    gauntEnergy (fun k => W.starProjection (j k)) - gauntEnergy j
      = (∑ k, ‖j k - W.starProjection (j k)‖ ^ 2) / 2 := by
  have h : ∑ k, ‖j k‖ ^ 2 = ∑ k, ‖W.starProjection (j k)‖ ^ 2
      + ∑ k, ‖j k - W.starProjection (j k)‖ ^ 2 := by
    rw [← Finset.sum_add_distrib]
    exact Finset.sum_congr rfl fun k _ => norm_sq_eq_fit_add_residual W (j k)
  unfold gauntEnergy
  linarith
```

**Q:** Could errors in different components cancel?

**A:** No. If the error is zero, a sum of squares vanishes, so each $j_k=Pj_k$ and every component lies in $W$. Conversely, $P$ leaves vectors of $W$ unchanged. The two directions of the proof are these two sentences.

```lean
/-- The fitted direct Gaunt energy is exact if and only if every current component lies in
the fitting space. -/
theorem gauntEnergy_fit_eq_iff (W : Submodule ℝ E) [FiniteDimensional ℝ W]
    (j : Fin 3 → E) :
    gauntEnergy (fun k => W.starProjection (j k)) = gauntEnergy j ↔ ∀ k, j k ∈ W := by
  constructor
  · intro he k
    have h := gauntEnergy_fit_sub W j
    have hs : ∑ k, ‖j k - W.starProjection (j k)‖ ^ 2 = 0 := by linarith
    -- a vanishing sum of squares has vanishing terms
    have hk := (Finset.sum_eq_zero_iff_of_nonneg
      (fun k _ => sq_nonneg ‖j k - W.starProjection (j k)‖)).1 hs k (Finset.mem_univ k)
    have h0 : j k - W.starProjection (j k) = 0 :=
      norm_eq_zero.1 ((pow_eq_zero_iff two_ne_zero).1 hk)
    rw [sub_eq_zero.1 h0]
    exact W.starProjection_apply_mem (j k)
  · intro h
    have hj : (fun k => W.starProjection (j k)) = j :=
      funext fun k => Submodule.starProjection_eq_self_iff.2 (h k)
    rw [hj]
```

**Q:** So what exactly is the combined statement?

**A:** It has three parts: $C(P\rho)\le C(\rho)$, $G(j)\le G(Pj)$, and
$$D(P\rho,Pj)-D(\rho,j)=\tfrac12\Big(\sum_k\|j_k-Pj_k\|^2-\|\rho-P\rho\|^2\Big).$$
The first follows from $C(P\rho)-C(\rho)=-\tfrac12\|\rho-P\rho\|^2$, the second from the Gaunt identity, and the third by adding the two changes. In the proof, `hρ` and `hj` supply these identities and `hpos` the sign of the current residual.

```lean
/-- Orthogonal projection of the charge and current densities onto a finite-dimensional
fitting space never raises the direct Coulomb energy and never lowers the direct Gaunt energy;
their sum changes by half the difference of the squared current and charge residuals. -/
theorem directEnergy_fit (W : Submodule ℝ E) [FiniteDimensional ℝ W]
    (ρ : E) (j : Fin 3 → E) :
    coulombEnergy (W.starProjection ρ) ≤ coulombEnergy ρ ∧
    gauntEnergy j ≤ gauntEnergy (fun k => W.starProjection (j k)) ∧
    directEnergy (W.starProjection ρ) (fun k => W.starProjection (j k)) - directEnergy ρ j
      = (∑ k, ‖j k - W.starProjection (j k)‖ ^ 2 - ‖ρ - W.starProjection ρ‖ ^ 2) / 2 := by
  have hρ := norm_sq_eq_fit_add_residual W ρ
  have hj := gauntEnergy_fit_sub W j
  have hpos : 0 ≤ ∑ k, ‖j k - W.starProjection (j k)‖ ^ 2 :=
    Finset.sum_nonneg fun k _ => sq_nonneg _
  refine ⟨?_, by linarith, ?_⟩
  · unfold coulombEnergy
    linarith [sq_nonneg ‖ρ - W.starProjection ρ‖]
  · unfold directEnergy coulombEnergy
    linarith
```

**Q:** Is the fitted total ever a bound?

**A:** Yes, if $\rho\in W$. Then $P\rho=\rho$, only the Gaunt change remains, and the fitted direct energy is at least the exact one. The proof rewrites $P\rho$ to $\rho$ and uses the second part of the previous theorem.

```lean
/-- If the fitting space contains the charge density, the fitted direct Coulomb-Gaunt energy
is an upper bound to the exact one. -/
theorem directEnergy_le_fit_of_mem (W : Submodule ℝ E) [FiniteDimensional ℝ W]
    {ρ : E} (hρ : ρ ∈ W) (j : Fin 3 → E) :
    directEnergy ρ j
      ≤ directEnergy (W.starProjection ρ) (fun k => W.starProjection (j k)) := by
  rw [Submodule.starProjection_eq_self_iff.2 hρ]
  unfold directEnergy
  linarith [(directEnergy_fit W ρ j).2.1]
```

**Q:** And without that condition?

**A:** The fitted total can then fall below the exact one, as it does on the span of $f$ in the opening example. On the span of $e$, which contains the charge density, it lies above. The formal version of the example assumes orthonormal `e` and `f`, so `E` must have dimension at least two. In the proof, `lost` says that a source orthogonal to the fitting function projects to zero, and `kept` that the fitting function projects to itself. The three energies are then arithmetic.

```lean
/-- For orthonormal `e` and `f`, the charge density `2e` with the single current component `f`
has direct energy 3/2; fitting on the span of `f` gives -1/2, and fitting on the span of `e`
gives 2. -/
theorem fit_error_has_no_sign {e f : E} (he : ‖e‖ = 1) (hf : ‖f‖ = 1)
    (hef : ⟪e, f⟫_ℝ = 0) :
    directEnergy ((2 : ℝ) • e) ![f, 0, 0] = 3 / 2 ∧
    directEnergy ((Submodule.span ℝ {f}).starProjection ((2 : ℝ) • e))
      (fun k => (Submodule.span ℝ {f}).starProjection (![f, 0, 0] k)) = -1 / 2 ∧
    directEnergy ((Submodule.span ℝ {e}).starProjection ((2 : ℝ) • e))
      (fun k => (Submodule.span ℝ {e}).starProjection (![f, 0, 0] k)) = 2 := by
  -- a source orthogonal to the fitting function is lost, the fitting function itself is kept
  have lost : ∀ x y : E, ⟪x, y⟫_ℝ = 0 →
      (Submodule.span ℝ {x}).starProjection y = 0 := by
    intro x y h
    rw [Submodule.starProjection_singleton, h]
    simp
  have kept : ∀ x : E, (Submodule.span ℝ {x}).starProjection x = x := fun x =>
    Submodule.starProjection_eq_self_iff.2 (Submodule.mem_span_singleton_self x)
  have hfe : ⟪f, e⟫_ℝ = 0 := by rw [real_inner_comm]; exact hef
  have h1 := lost f e hfe
  have h2 := lost e f hef
  -- the third current component vanishes
  have h3 : (![f, 0, 0] : Fin 3 → E) 2 = 0 := rfl
  refine ⟨?_, ?_, ?_⟩
  · norm_num [directEnergy, coulombEnergy, gauntEnergy, Fin.sum_univ_three, norm_smul, he, hf,
      h3]
  · norm_num [directEnergy, coulombEnergy, gauntEnergy, Fin.sum_univ_three, map_smul, h1,
      kept f, hf, h3]
  · norm_num [directEnergy, coulombEnergy, gauntEnergy, Fin.sum_univ_three, map_smul, h2,
      kept e, norm_smul, he, h3]

end

end CoulombGauntFitting
```

```lean
#print axioms CoulombGauntFitting.gauntEnergy_fit_eq_iff
#print axioms CoulombGauntFitting.directEnergy_fit
#print axioms CoulombGauntFitting.directEnergy_le_fit_of_mem
#print axioms CoulombGauntFitting.fit_error_has_no_sign
```

```
'CoulombGauntFitting.gauntEnergy_fit_eq_iff' depends on axioms: [propext, Classical.choice, Quot.sound]
'CoulombGauntFitting.directEnergy_fit' depends on axioms: [propext, Classical.choice, Quot.sound]
'CoulombGauntFitting.directEnergy_le_fit_of_mem' depends on axioms: [propext, Classical.choice, Quot.sound]
'CoulombGauntFitting.fit_error_has_no_sign' depends on axioms: [propext, Classical.choice, Quot.sound]
```

**Q:** My remaining doubt is that a real Dirac current is tied to its charge density, and that SCF densities respond to fitting.

**A:** Neither effect is in the model. The theorems hold for arbitrary $\rho$ and $j_k$, so they apply to Dirac densities in particular, but the example need not come from a spinor. The sources are held fixed, so there is no orbital relaxation; exchange and the gauge term of the Breit interaction are left out as well. For four-component SCF, the result gives the fitting error of the direct Coulomb–Gaunt energy at given densities. When the current density is nonzero, as it can be in open shells, a small total error may hide two larger ones of opposite sign. In a closed shell of Kramers pairs the currents cancel, so the direct Gaunt energy is zero and only the Coulomb error remains.
